# A Hylleraas functional for local MP2 is stationary exactly where its amplitude residual vanishes

Take real symmetric matrices $F$ and $S$ (Fock and overlap, virtual functions) and $f$ (Fock, orthonormal occupied orbitals). For amplitude matrices $T_{ij}$ and exchange matrices $K_{ij}$, define

$$L(T)_{ij}=FT_{ij}S+ST_{ij}F-\sum_k\left(f_{ik}\,ST_{kj}S+f_{kj}\,ST_{ik}S\right),$$

$$J(T)=\sum_{ij}\langle 2K_{ij}+L(T)_{ij},\,T_{ij}\rangle,\qquad \langle A,B\rangle=\mathrm{tr}(A^{T}B).$$

Then $J$ is stationary at $T$ in every direction if and only if $K_{ij}+L(T)_{ij}=0$ for all pairs. In a finite basis, this links the local MP2 amplitude equations to a variational condition, also when each pair is restricted to its own domain of virtual functions.

## Amplitudes, residual and functional

In Lean 4 with Mathlib:

```lean
import Mathlib

open Matrix

namespace LocalCorrelation

variable {ι n : Type*} [Fintype ι] [Fintype n]
```

The finite type `ι` labels the occupied orbitals, which are orthonormal, and `n` the virtual functions, which need not be orthogonal to each other.

```lean
/-- Pair quantities: one real matrix over the virtual functions for each pair of
occupied orbitals. -/
abbrev Amplitudes (ι n : Type*) := ι → ι → Matrix n n ℝ
```

An object of type `Amplitudes ι n` assigns a real matrix to each ordered pair, so `T i j a b` is $T_{ij}^{ab}$. No relation between $T_{ij}$ and $T_{ji}$ is imposed.

```lean
/-- The Frobenius product of two families of pair matrices, summed over all pairs. -/
def pairing (A B : Amplitudes ι n) : ℝ := ∑ i, ∑ j, trace ((A i j)ᵀ * B i j)
```

This is the Frobenius product summed over all ordered pairs, written $\langle A,B\rangle$ from here on for whole families as well.

```lean
/-- The linear part `L(T)` of the local MP2 residual, with virtual Fock matrix `F`,
virtual overlap `S` and occupied Fock matrix `f`. -/
def residualMap (F S : Matrix n n ℝ) (f : Matrix ι ι ℝ) (T : Amplitudes ι n) :
    Amplitudes ι n := fun i j =>
  F * T i j * S + S * T i j * F
    - ∑ k, (f i k • (S * T k j * S) + f k j • (S * T i k * S))
```

This is $L(T)$ as above; `•` multiplies a matrix by a number. The full residual is $R=K+L(T)$.

In a local MP2 program that solves these equations iteratively, $R_{ij}$ is evaluated in each iteration. A common update works in a pair basis that diagonalises the domain block of $F$ with respect to $S$, with orbital energies $\varepsilon_a$, and adds $-R_{ij}^{ab}/(\varepsilon_a+\varepsilon_b-f_{ii}-f_{jj})$ to the amplitudes. The off-diagonal $f_{ik}$ couple the pairs, hence the iteration.

```lean
/-- The Hylleraas functional `J(T) = ∑ ⟨2 K_ij + L(T)_ij, T_ij⟩` with exchange matrices `K`. -/
def hylleraas (F S : Matrix n n ℝ) (f : Matrix ι ι ℝ) (K T : Amplitudes ι n) : ℝ :=
  pairing ((2 : ℝ) • K + residualMap F S f T) T
```

This is $J(T)=2\langle K,T\rangle+\langle L(T),T\rangle$. The closed-shell MP2 energy contracts $K_{ij}$ with $2T_{ij}-T_{ji}$. Here the contraction is with $T_{ij}$ alone, so for $K_{ij}^{ab}=(ia|jb)$ the stationary value is the opposite-spin part of that energy.

## Properties of the product and of L

```lean
variable {F S : Matrix n n ℝ} {f : Matrix ι ι ℝ}

/-- The Frobenius product is the sum of products of corresponding matrix elements. -/
theorem pairing_entries (A B : Amplitudes ι n) :
    pairing A B = ∑ i, ∑ j, ∑ b, ∑ a, A i j a b * B i j a b := by
  simp only [pairing, Matrix.trace, Matrix.diag_apply, Matrix.mul_apply,
    Matrix.transpose_apply]
```

Written out in elements, $\langle A,B\rangle=\sum_{ijab}A_{ij}^{ab}B_{ij}^{ab}$.

```lean
private theorem pairing_comm (A B : Amplitudes ι n) : pairing A B = pairing B A := by
  simp only [pairing_entries, mul_comm]
```

The product is symmetric, because numbers commute.

```lean
private theorem pairing_add (A B C : Amplitudes ι n) :
    pairing (A + B) C = pairing A C + pairing B C := by
  simp only [pairing_entries, Pi.add_apply, Matrix.add_apply, add_mul,
    Finset.sum_add_distrib]
```

It is additive in its first argument.

```lean
private theorem pairing_smul (t : ℝ) (A C : Amplitudes ι n) :
    pairing (t • A) C = t * pairing A C := by
  simp only [pairing_entries, Pi.smul_apply, Matrix.smul_apply, smul_eq_mul, mul_assoc,
    Finset.mul_sum]
```

A numerical factor can be taken out of the first argument.

```lean
private theorem eq_zero_of_pairing_self {A : Amplitudes ι n} (h : pairing A A = 0)
    (i j : ι) (a b : n) : A i j a b = 0 := by
  rw [pairing_entries] at h
  have h1 := (Finset.sum_eq_zero_iff_of_nonneg (fun i _ => by
    exact Finset.sum_nonneg fun j _ => Finset.sum_nonneg fun b _ =>
      Finset.sum_nonneg fun a _ => mul_self_nonneg _)).1 h i (Finset.mem_univ i)
  have h2 := (Finset.sum_eq_zero_iff_of_nonneg (fun j _ => by
    exact Finset.sum_nonneg fun b _ =>
      Finset.sum_nonneg fun a _ => mul_self_nonneg _)).1 h1 j (Finset.mem_univ j)
  have h3 := (Finset.sum_eq_zero_iff_of_nonneg (fun b _ => by
    exact Finset.sum_nonneg fun a _ => mul_self_nonneg _)).1 h2 b (Finset.mem_univ b)
  have h4 := (Finset.sum_eq_zero_iff_of_nonneg (fun a _ => by
    exact mul_self_nonneg _)).1 h3 a (Finset.mem_univ a)
  exact mul_self_eq_zero.1 h4
```

If $\langle A,A\rangle=0$, every element of $A$ is zero: a sum of squares vanishes only if each square does. The proof peels off the four sums one at a time.

```lean
private theorem residualMap_add_smul (T U : Amplitudes ι n) (t : ℝ) :
    residualMap F S f (T + t • U) = residualMap F S f T + t • residualMap F S f U := by
  funext i j
  have h : ∑ k, (f i k • (S * (T k j + t • U k j) * S)
        + f k j • (S * (T i k + t • U i k) * S))
      = ∑ k, (f i k • (S * T k j * S) + f k j • (S * T i k * S))
        + t • ∑ k, (f i k • (S * U k j * S) + f k j • (S * U i k * S)) := by
    rw [Finset.smul_sum, ← Finset.sum_add_distrib]
    refine Finset.sum_congr rfl fun k _ => ?_
    simp only [mul_add, add_mul, Matrix.mul_smul, Matrix.smul_mul]
    module
  simp only [residualMap, Pi.add_apply, Pi.smul_apply]
  rw [h]
  simp only [mul_add, add_mul, Matrix.mul_smul, Matrix.smul_mul]
  module
```

$L$ is linear: $L(T+tU)=L(T)+tL(U)$. The sum over $k$ is treated first, then the two Fock terms.

```lean
private theorem trace_sandwich {A B : Matrix n n ℝ} (hA : A.IsSymm) (hB : B.IsSymm)
    (X Y : Matrix n n ℝ) : trace ((A * X * B)ᵀ * Y) = trace (Xᵀ * (A * Y * B)) := by
  rw [Matrix.transpose_mul, Matrix.transpose_mul, hA.eq, hB.eq, Matrix.mul_assoc,
    Matrix.trace_mul_comm]
  simp only [Matrix.mul_assoc]
```

For symmetric $A$ and $B$, transposition and cyclicity of the trace give

$$\mathrm{tr}\big((AXB)^TY\big)=\mathrm{tr}(BX^TAY)=\mathrm{tr}(X^TAYB).$$

```lean
/-- For symmetric `F`, `S` and `f` the map `L` is self-adjoint in the Frobenius product. -/
theorem residualMap_selfAdjoint (hF : F.IsSymm) (hS : S.IsSymm) (hf : f.IsSymm)
    (T U : Amplitudes ι n) :
    pairing (residualMap F S f T) U = pairing T (residualMap F S f U) := by
  -- exchange of the summed occupied index with the first or second pair index
  have swap₁ (g : ι → ι → ι → ℝ) :
      ∑ i, ∑ j, ∑ k, g i j k = ∑ i, ∑ j, ∑ k, g k j i := by
    calc _ = ∑ j, ∑ i, ∑ k, g i j k := Finset.sum_comm
      _ = ∑ j, ∑ i, ∑ k, g k j i := Finset.sum_congr rfl fun j _ => Finset.sum_comm
      _ = _ := Finset.sum_comm
  have h₁ : ∑ i, ∑ j, ∑ k, f i k * trace ((T k j)ᵀ * (S * U i j * S))
      = ∑ i, ∑ j, ∑ k, f i k * trace ((T i j)ᵀ * (S * U k j * S)) := by
    refine (swap₁ _).trans ?_
    refine Finset.sum_congr rfl fun i _ => Finset.sum_congr rfl fun j _ =>
      Finset.sum_congr rfl fun k _ => ?_
    simp only [hf.apply i k]
  have h₂ : ∑ i, ∑ j, ∑ k, f k j * trace ((T i k)ᵀ * (S * U i j * S))
      = ∑ i, ∑ j, ∑ k, f k j * trace ((T i j)ᵀ * (S * U i k * S)) := by
    refine Finset.sum_congr rfl fun i _ => Finset.sum_comm.trans ?_
    refine Finset.sum_congr rfl fun j _ => Finset.sum_congr rfl fun k _ => ?_
    simp only [hf.apply k j]
  simp only [pairing, residualMap, Matrix.transpose_sub, Matrix.transpose_add,
    Matrix.transpose_sum, Matrix.transpose_smul, sub_mul, add_mul, Finset.sum_mul,
    Matrix.smul_mul, mul_sub, mul_add, Finset.mul_sum, Matrix.mul_smul, Matrix.trace_sub,
    Matrix.trace_add, Matrix.trace_sum, Matrix.trace_smul, smul_eq_mul,
    Finset.sum_add_distrib, Finset.sum_sub_distrib,
    trace_sandwich hF hS, trace_sandwich hS hF, trace_sandwich hS hS]
  linarith [h₁, h₂]
```

The theorem says $\langle L(T),U\rangle=\langle T,L(U)\rangle$; `IsSymm` means that a matrix equals its transpose. By the trace identity, the term $FTS$ moves over as $FUS$, and $STF$ as $SUF$. In the first coupling term, exchange the names $i$ and $k$ and use $f_{ki}=f_{ik}$:

$$\sum_{ijk}f_{ik}\,\mathrm{tr}(T_{kj}^TSU_{ij}S)=\sum_{ijk}f_{ik}\,\mathrm{tr}(T_{ij}^TSU_{kj}S).$$

The second works the same way with $j$ and $k$:

$$\sum_{ijk}f_{kj}\,\mathrm{tr}(T_{ik}^TSU_{ij}S)=\sum_{ijk}f_{kj}\,\mathrm{tr}(T_{ij}^TSU_{ik}S).$$

These two lines are `h₁` and `h₂`. The long `simp only` expands both sides into traces, and `linarith` combines them.

## Stationarity

```lean
/-- For symmetric `F`, `S`, `f`, the Hylleraas functional along a line of amplitudes is an exact
quadratic in `t`, whose linear coefficient is twice the product of residual and direction. -/
theorem hylleraas_expansion (hF : F.IsSymm) (hS : S.IsSymm) (hf : f.IsSymm)
    (K T U : Amplitudes ι n) (t : ℝ) :
    hylleraas F S f K (T + t • U) = hylleraas F S f K T
      + 2 * t * pairing (K + residualMap F S f T) U
      + t ^ 2 * pairing (residualMap F S f U) U := by
  have h : pairing (residualMap F S f U) T = pairing (residualMap F S f T) U := by
    rw [residualMap_selfAdjoint hF hS hf, pairing_comm]
  have hr (C : Amplitudes ι n) : pairing C (T + t • U) = pairing C T + t * pairing C U := by
    rw [pairing_comm, pairing_add, pairing_smul, pairing_comm T, pairing_comm U]
  simp only [hylleraas, residualMap_add_smul, hr, pairing_add, pairing_smul]
  linear_combination t * h
```

Insert $T+tU$ into $J$ and use linearity:

$$\begin{aligned}J(T+tU)={}&2\langle K,T\rangle+\langle L(T),T\rangle\\&+t\big(2\langle K,U\rangle+\langle L(T),U\rangle+\langle L(U),T\rangle\big)+t^2\langle L(U),U\rangle.\end{aligned}$$

Self-adjointness gives $\langle L(U),T\rangle=\langle L(T),U\rangle$, which is `h`. The linear term is therefore $2t\langle K+L(T),U\rangle$.

```lean
/-- For symmetric `F`, `S`, `f`, the derivative of the Hylleraas functional at `T` in the
direction `U` is `2 ⟨K + L(T), U⟩`. -/
theorem hylleraas_hasDerivAt (hF : F.IsSymm) (hS : S.IsSymm) (hf : f.IsSymm)
    (K T U : Amplitudes ι n) :
    HasDerivAt (fun t : ℝ => hylleraas F S f K (T + t • U))
      (2 * pairing (K + residualMap F S f T) U) 0 := by
  simp only [hylleraas_expansion hF hS hf]
  have h1 := (((hasDerivAt_id' (0 : ℝ)).const_mul 2).mul_const
    (pairing (K + residualMap F S f T) U)).const_add (hylleraas F S f K T)
  have h2 := ((hasDerivAt_id' (0 : ℝ)).fun_pow 2).mul_const
    (pairing (residualMap F S f U) U)
  exact (h1.fun_add h2).congr_deriv (by simp)
```

`HasDerivAt g c x` says that $g$ has derivative $c$ at $x$. Differentiating the quadratic at $t=0$ leaves $2\langle R,U\rangle$.

```lean
/-- Let each pair have a domain `D i j` of virtual functions, and let `F`, `S`, `f` be
symmetric. The functional is stationary under all variations inside the domains iff every
residual element with both virtual indices in the domain of its pair vanishes. -/
theorem stationary_in_domains_iff (hF : F.IsSymm) (hS : S.IsSymm) (hf : f.IsSymm)
    (K T : Amplitudes ι n) (D : ι → ι → Set n) :
    (∀ U : Amplitudes ι n, (∀ i j a b, ¬(a ∈ D i j ∧ b ∈ D i j) → U i j a b = 0) →
      HasDerivAt (fun t : ℝ => hylleraas F S f K (T + t • U)) 0 0) ↔
    ∀ i j, ∀ a ∈ D i j, ∀ b ∈ D i j, (K i j + residualMap F S f T i j) a b = 0 := by
  classical
  constructor
  · intro h i j a ha b hb
    -- vary along the residual itself, cut to the domains
    obtain ⟨U, hU⟩ : ∃ U : Amplitudes ι n, ∀ i j a b, U i j a b =
        if a ∈ D i j ∧ b ∈ D i j then (K + residualMap F S f T) i j a b else 0 :=
      ⟨fun i j => Matrix.of fun a b => if a ∈ D i j ∧ b ∈ D i j then
        (K + residualMap F S f T) i j a b else 0, fun _ _ _ _ => rfl⟩
    have h0 := (hylleraas_hasDerivAt hF hS hf K T U).unique
      (h U fun i j a b hab => by rw [hU, if_neg hab])
    have h1 : pairing (K + residualMap F S f T) U = pairing U U := by
      rw [pairing_entries, pairing_entries]
      refine Finset.sum_congr rfl fun i _ => Finset.sum_congr rfl fun j _ =>
        Finset.sum_congr rfl fun b _ => Finset.sum_congr rfl fun a _ => ?_
      rw [hU]
      split_ifs
      · rfl
      · rw [mul_zero, mul_zero]
    have h2 := eq_zero_of_pairing_self (A := U) (by linarith) i j a b
    rw [hU, if_pos ⟨ha, hb⟩] at h2
    exact h2
  · intro h U hU
    have h0 : pairing (K + residualMap F S f T) U = 0 := by
      rw [pairing_entries]
      refine Finset.sum_eq_zero fun i _ => Finset.sum_eq_zero fun j _ =>
        Finset.sum_eq_zero fun b _ => Finset.sum_eq_zero fun a _ => ?_
      by_cases hab : a ∈ D i j ∧ b ∈ D i j
      · exact mul_eq_zero_of_left (h i j a hab.1 b hab.2) _
      · exact mul_eq_zero_of_right _ (hU i j a b hab)
    exact (hylleraas_hasDerivAt hF hS hf K T U).congr_deriv (by rw [h0, mul_zero])
```

Each pair has a domain `D i j`, and only directions $U$ that vanish outside the domain blocks are allowed. In `HasDerivAt … 0 0`, the first zero is the derivative and the second is the point $t=0$. The theorem says that $J$ is stationary under these variations exactly when $R_{ij}^{ab}=0$ for all $a,b$ in the domain of $ij$.

For the forward direction, let $U$ be $R$ inside the domains and zero outside. Stationarity gives $2\langle R,U\rangle=0$. Since $\langle R,U\rangle=\langle U,U\rangle$, the sum of squares vanishes, so $U=0$ and $R$ is zero on the domains. Conversely, if $R$ vanishes there, each product $R_{ij}^{ab}U_{ij}^{ab}$ has a zero factor: $R$ inside, $U$ outside. The case split `by_cases` does exactly this.

The residual outside the domains may remain nonzero. The theorem does not require $T$ itself to lie in the domains, although in a local calculation it does.

```lean
/-- For symmetric `F`, `S`, `f`, the Hylleraas functional is stationary at `T` in all
directions iff the residual `K_ij + L(T)_ij` vanishes for every pair. -/
theorem stationary_iff (hF : F.IsSymm) (hS : S.IsSymm) (hf : f.IsSymm)
    (K T : Amplitudes ι n) :
    (∀ U : Amplitudes ι n,
      HasDerivAt (fun t : ℝ => hylleraas F S f K (T + t • U)) 0 0) ↔
    ∀ i j, K i j + residualMap F S f T i j = 0 := by
  have h := stationary_in_domains_iff hF hS hf K T (fun _ _ => Set.univ)
  constructor
  · intro hs i j
    ext a b
    exact h.1 (fun U _ => hs U) i j a (Set.mem_univ a) b (Set.mem_univ b)
  · intro hr U
    refine h.2 (fun i j a _ b _ => ?_) U fun i j a b hab =>
      absurd ⟨Set.mem_univ a, Set.mem_univ b⟩ hab
    rw [hr i j, Matrix.zero_apply]
```

Letting every domain contain all virtual functions (`Set.univ`) gives the result stated at the start. It concerns stationary points, not minima, and does not claim that a solution exists.

## The error of approximate amplitudes

```lean
/-- Let `F`, `S`, `f` be symmetric and let `T` solve the residual equations. An amplitude
error `U` changes the functional from `⟨K, T⟩` by exactly `⟨L(U), U⟩`. -/
theorem hylleraas_error (hF : F.IsSymm) (hS : S.IsSymm) (hf : f.IsSymm)
    (K T U : Amplitudes ι n) (hT : ∀ i j, K i j + residualMap F S f T i j = 0) :
    hylleraas F S f K (T + U) = pairing K T + pairing (residualMap F S f U) U := by
  have h0 (X : Amplitudes ι n) : pairing (K + residualMap F S f T) X = 0 := by
    simp only [pairing, Pi.add_apply, hT, Matrix.transpose_zero, zero_mul,
      Matrix.trace_zero, Finset.sum_const_zero]
  have h1 := hylleraas_expansion hF hS hf K T U 1
  have h2 := h0 T
  rw [one_smul, h0 U] at h1
  rw [pairing_add] at h2
  rw [h1, hylleraas, pairing_add, pairing_smul]
  linear_combination h2
```

Let $T$ solve the full equations, so $R=0$. Then

$$J(T)=\langle K,T\rangle+\langle R,T\rangle=\langle K,T\rangle.$$

Setting $t=1$ in the expansion removes the linear term and leaves

$$J(T+U)=\langle K,T\rangle+\langle L(U),U\rangle.$$

The error of the functional is thus quadratic in the amplitude error $U$, whether $U$ comes from unfinished iterations or from truncated domains.

## Canonical orbitals

```lean
/-- For canonical orbitals with every occupied energy `e i` below every virtual energy `ε a`,
the functional is stationary exactly at the MP2 amplitudes
`-K_ij^ab / (ε_a + ε_b - e_i - e_j)`. -/
theorem canonical_stationary_iff [DecidableEq ι] [DecidableEq n] (ε : n → ℝ) (e : ι → ℝ)
    (gap : ∀ i a, e i < ε a) (K T : Amplitudes ι n) :
    (∀ U : Amplitudes ι n, HasDerivAt (fun t : ℝ =>
      hylleraas (diagonal ε) 1 (diagonal e) K (T + t • U)) 0 0) ↔
    ∀ i j a b, T i j a b = -K i j a b / (ε a + ε b - e i - e j) := by
  -- in the canonical basis the residual map is multiplication by the energy denominator
  have hL (i j : ι) (a b : n) : residualMap (diagonal ε) 1 (diagonal e) T i j a b
      = (ε a + ε b - e i - e j) * T i j a b := by
    simp only [residualMap, Matrix.diagonal_apply, ite_smul, zero_smul, mul_one, one_mul,
      Finset.sum_add_distrib, Finset.sum_ite_eq, Finset.sum_ite_eq', Finset.mem_univ,
      if_true, Matrix.sub_apply, Matrix.add_apply, Matrix.smul_apply, smul_eq_mul,
      Matrix.diagonal_mul, Matrix.mul_diagonal]
    ring
  have hne (i j : ι) (a b : n) : ε a + ε b - e i - e j ≠ 0 := by
    have h1 := gap i a
    have h2 := gap j b
    exact ne_of_gt (by linarith)
  rw [stationary_iff (Matrix.isSymm_diagonal ε) Matrix.isSymm_one (Matrix.isSymm_diagonal e)]
  constructor
  · intro h i j a b
    have h1 := congrFun (congrFun (h i j) a) b
    rw [Matrix.add_apply, hL, Matrix.zero_apply] at h1
    rw [eq_div_iff (hne i j a b)]
    linear_combination h1
  · intro h i j
    ext a b
    have h1 := h i j a b
    rw [eq_div_iff (hne i j a b)] at h1
    rw [Matrix.add_apply, hL, Matrix.zero_apply]
    linear_combination h1

end LocalCorrelation
```

Now $S=1$, while $F$ and $f$ are diagonal with energies $\varepsilon_a$ and $e_i$. Only one term of each sum over $k$ survives:

$$L(T)_{ij}^{ab}=(\varepsilon_a+\varepsilon_b-e_i-e_j)\,T_{ij}^{ab}.$$

This is `hL`. The hypothesis `gap` places every occupied level below every virtual one, as in a reference state with an orbital energy gap. The bracket is then $(\varepsilon_a-e_i)+(\varepsilon_b-e_j)>0$, and $K+L(T)=0$ can be solved element by element:

$$T_{ij}^{ab}=-\frac{K_{ij}^{ab}}{\varepsilon_a+\varepsilon_b-e_i-e_j}.$$

These are the familiar MP2 amplitudes, and in this case they are the only stationary point.

```lean
#print axioms LocalCorrelation.stationary_iff
#print axioms LocalCorrelation.hylleraas_error
#print axioms LocalCorrelation.canonical_stationary_iff
```

```
'LocalCorrelation.stationary_iff' depends on axioms: [propext, Classical.choice, Quot.sound]
'LocalCorrelation.hylleraas_error' depends on axioms: [propext, Classical.choice, Quot.sound]
'LocalCorrelation.canonical_stationary_iff' depends on axioms: [propext, Classical.choice, Quot.sound]
```
